# The sum of 1/(n + 1/2) over n < N, minus ln N, tends to γ + 2 ln 2

The failing declaration, `tendsto_sum_sub_log`, states that the sum of 1/(n + 1/2) over the natural numbers n < N, less ln N, tends to γ + 2 ln 2 as N grows, where γ is the Euler–Mascheroni constant. Sums of this kind arise in physics when the reciprocals of the positive fermionic Matsubara frequencies, which are proportional to n + 1/2, are summed up to a cutoff. The statement itself is purely one about real numbers, with no temperature, interaction or Hamiltonian in it. The attempt writes the sum as 2H_{2N} − H_N, with H_N the N-th harmonic number, and uses the known limit of H_N − ln N, both along N and along 2N. For the latter it must first show that 2N tends to infinity, which it does by comparing 2N with N.

An attempt in Lean 4 with a fault in it:

```lean
import Mathlib

open Filter Topology
open scoped Real

namespace BCSGapRatio

noncomputable section

/-- The sum over half-integers is a combination of two harmonic numbers, `2 H_{2N} - H_N`. -/
theorem sum_eq_harmonic (N : ℕ) :
    ∑ n ∈ Finset.range N, 1 / ((n : ℝ) + 1 / 2)
      = 2 * (harmonic (2 * N) : ℝ) - (harmonic N : ℝ) := by
  induction N with
  | zero => simp
  | succ N ih =>
    have h1 : 1 / ((N : ℝ) + 1 / 2) = 2 * (2 * (N : ℝ) + 1)⁻¹ := by
      rw [show (N : ℝ) + 1 / 2 = (2 * (N : ℝ) + 1) / 2 by ring, one_div_div, div_eq_mul_inv]
    have h2 : 2 * (2 * (N : ℝ) + 1 + 1)⁻¹ = ((N : ℝ) + 1)⁻¹ := by
      rw [show 2 * (N : ℝ) + 1 + 1 = 2 * ((N : ℝ) + 1) by ring, mul_inv]
      ring
    rw [Finset.sum_range_succ, ih, show 2 * (N + 1) = 2 * N + 1 + 1 by ring,
      harmonic_succ (2 * N + 1), harmonic_succ (2 * N), harmonic_succ N]
    push_cast
    linear_combination h1 - h2

/-- The sum of `1/(n+1/2)` over `n < N`, minus `ln N`, tends to `γ + 2 ln 2`. -/
theorem tendsto_sum_sub_log :
    Tendsto (fun N : ℕ => ∑ n ∈ Finset.range N, 1 / ((n : ℝ) + 1 / 2) - Real.log N)
      atTop (𝓝 (Real.eulerMascheroniConstant + 2 * Real.log 2)) := by
  have hd : Tendsto (fun N : ℕ => 2 * N) atTop atTop :=
    tendsto_atTop_mono (fun N => by omega) tendsto_id
  have h1 := Real.tendsto_harmonic_sub_log
  have h2 := h1.comp hd
  have h3 := ((h2.const_mul 2).sub h1).add_const (2 * Real.log 2)
  rw [show Real.eulerMascheroniConstant + 2 * Real.log 2
    = 2 * Real.eulerMascheroniConstant - Real.eulerMascheroniConstant + 2 * Real.log 2 by ring]
  refine h3.congr' ?_
  filter_upwards [eventually_ge_atTop 1] with N hN
  have hN0 : (N : ℝ) ≠ 0 := by
    have : N ≠ 0 := by omega
    exact_mod_cast this
  -- the logarithm of the doubled cutoff supplies the `2 ln 2`
  have hlog : Real.log ((2 * N : ℕ) : ℝ) = Real.log 2 + Real.log N := by
    rw [Nat.cast_mul, Nat.cast_ofNat, Real.log_mul two_ne_zero hN0]
  rw [sum_eq_harmonic]
  simp only [Function.comp_apply]
  rw [hlog]
  ring

end

end BCSGapRatio
```

Lean reports:

```
Main.lean:32:36: error: omega could not prove the goal:
a possible counterexample may satisfy the constraints
  b ≥ 0
  a ≥ 0
  a - 2*b ≥ 1
where
 a := ↑(id N)
 b := ↑N
```

The error lies in the proof that 2N tends to infinity. `tendsto_atTop_mono` needs a smaller function that already tends to infinity, and `tendsto_id` supplies it as `id`. The inequality left to `omega` is therefore `id N ≤ 2 * N`, not `N ≤ 2 * N`. `omega` does not unfold `id`, so it treats `id N` as an unknown unrelated to `N`. The message shows this: `a` stands for `id N`, `b` for `N`, and nothing excludes `a - 2*b ≥ 1`.

The repair states the inequality as `N ≤ 2 * N` with `show`, so that `omega` meets only `N` and proves it at once. Lean still accepts `tendsto_id` alongside it because `id N` and `N` are equal by definition.

The other change only rewords a comment and has no bearing on the error. The 2 ln 2 in the limit does come from ln(2N) = ln 2 + ln N, as the old comment suggested, but the proof adds that constant by hand in `h3`. At the commented step, splitting the logarithm produces a −2 ln 2 that cancels the added constant, and the new comment says so.

Lean accepts the file once it reads:

```diff
@@ -30,5 +30,5 @@
       atTop (𝓝 (Real.eulerMascheroniConstant + 2 * Real.log 2)) := by
   have hd : Tendsto (fun N : ℕ => 2 * N) atTop atTop :=
-    tendsto_atTop_mono (fun N => by omega) tendsto_id
+    tendsto_atTop_mono (fun N => (show N ≤ 2 * N by omega)) tendsto_id
   have h1 := Real.tendsto_harmonic_sub_log
   have h2 := h1.comp hd
@@ -41,5 +41,5 @@
     have : N ≠ 0 := by omega
     exact_mod_cast this
-  -- the logarithm of the doubled cutoff supplies the `2 ln 2`
+  -- the logarithm of `2N` splits, which cancels the `2 ln 2` added in `h3`
   have hlog : Real.log ((2 * N : ℕ) : ℝ) = Real.log 2 + Real.log N := by
     rw [Nat.cast_mul, Nat.cast_ofNat, Real.log_mul two_ne_zero hN0]
```
